# Ring diagrams of second and higher order sum to a logarithm less its linear term when 0 < a < q²

In a model where the ring diagram of order n at momentum transfer q contributes (−1)ⁿ⁺¹/n · q³(a/q²)ⁿ, with a dimensionless coupling a, the lemma adds up all orders from the second on. It states that for real a and q with 0 < a < q² this series converges to q³[log(1 + a/q²) − a/q²]. The sum is taken at one fixed q, and no integral over q is involved. The attempt takes Mathlib's logarithmic series at −a/q², removes its first term, multiplies by −q³, and then uses `convert` to match the result with the goal.

As first written in Lean, the proof fails:

```lean
import Mathlib

open Filter Topology MeasureTheory

namespace HasSumRingTerm

noncomputable section

/-- The contribution of the ring diagram of order `n ≥ 1` at momentum transfer `q ≠ 0`,
with dimensionless coupling `a`. -/
def ringTerm (a : ℝ) (n : ℕ) (q : ℝ) : ℝ :=
  (-1) ^ (n + 1) / n * (q ^ 3 * (a / q ^ 2) ^ n)

/-- The resummed ring integrand at momentum transfer `q ≠ 0`, with the first-order
term removed. -/
def ringSum (a q : ℝ) : ℝ :=
  q ^ 3 * (Real.log (1 + a / q ^ 2) - a / q ^ 2)

/-- For `0 < a < q²` the ring diagrams of second and higher order add up to the
resummed integrand. -/
theorem hasSum_ringTerm {a q : ℝ} (ha : 0 < a) (h : a < q ^ 2) :
    HasSum (fun n : ℕ => ringTerm a (n + 2) q) (ringSum a q) := by
  have hq : 0 < q ^ 2 := ha.trans h
  have hx : |-(a / q ^ 2)| < 1 := by
    rw [abs_neg, abs_of_pos (div_pos ha hq)]
    exact (div_lt_one hq).2 h
  -- the logarithmic series, with its first term removed
  have h1 := Real.hasSum_pow_div_log_of_abs_lt_one hx
  have h2 := ((hasSum_nat_add_iff' 1).2 h1).mul_left (-(q ^ 3))
  convert h2 using 1
  · funext n
    simp only [ringTerm]
    generalize a / q ^ 2 = x
    rw [neg_pow x]
    push_cast
    ring
  · rw [Finset.sum_range_one]
    simp only [ringSum, sub_neg_eq_add, Nat.cast_zero, zero_add, pow_one, div_one]
    ring

end

end HasSumRingTerm
```

The compiler's answer:

```
Main.lean:31:4: error: Tactic `apply` failed: could not unify the conclusion of `@funext`
  ?f = ?g
with the goal
  Real.instAddCommMonoid =
    CommRing.toNonUnitalCommRing.toNonUnitalNonAssocCommRing.toNonUnitalNonAssocSemiring.toAddCommMonoid

Note: The full type of `@funext` is
  ∀ {α : Sort ?u.78} {β : α → Sort ?u.77} {f g : (x : α) → β x}, (∀ (x : α), f x = g x) → f = g

case e'_3
a q : ℝ
ha : 0 < a
h : a < q ^ 2
hq : 0 < q ^ 2
hx : |(-(a / q ^ 2))| < 1
h1 : HasSum (fun n => (-(a / q ^ 2)) ^ (n + 1) / (↑n + 1)) (-Real.log (1 - -(a / q ^ 2)))
h2 :
  HasSum (fun i => -q ^ 3 * ((-(a / q ^ 2)) ^ (i + 1 + 1) / (↑(i + 1) + 1)))
    (-q ^ 3 * (-Real.log (1 - -(a / q ^ 2)) - ∑ i ∈ Finset.range 1, (-(a / q ^ 2)) ^ (i + 1) / (↑i + 1)))
⊢ Real.instAddCommMonoid =
    CommRing.toNonUnitalCommRing.toNonUnitalNonAssocCommRing.toNonUnitalNonAssocSemiring.toAddCommMonoid
Main.lean:37:8: error: Tactic `rewrite` failed: Did not find an occurrence of the pattern
  ∑ k ∈ Finset.range 1, ?f k
in the target expression
  (fun n => ringTerm a (n + 2) q) = fun i => -q ^ 3 * ((-(a / q ^ 2)) ^ (i + 1 + 1) / (↑(i + 1) + 1))

case e'_5
a q : ℝ
ha : 0 < a
h : a < q ^ 2
hq : 0 < q ^ 2
hx : |(-(a / q ^ 2))| < 1
h1 : HasSum (fun n => (-(a / q ^ 2)) ^ (n + 1) / (↑n + 1)) (-Real.log (1 - -(a / q ^ 2)))
h2 :
  HasSum (fun i => -q ^ 3 * ((-(a / q ^ 2)) ^ (i + 1 + 1) / (↑(i + 1) + 1)))
    (-q ^ 3 * (-Real.log (1 - -(a / q ^ 2)) - ∑ i ∈ Finset.range 1, (-(a / q ^ 2)) ^ (i + 1) / (↑i + 1)))
⊢ (fun n => ringTerm a (n + 2) q) = fun i => -q ^ 3 * ((-(a / q ^ 2)) ^ (i + 1 + 1) / (↑(i + 1) + 1))
Main.lean:22:64: error: unsolved goals
case e'_6
a q : ℝ
ha : 0 < a
h : a < q ^ 2
hq : 0 < q ^ 2
hx : |(-(a / q ^ 2))| < 1
h1 : HasSum (fun n => (-(a / q ^ 2)) ^ (n + 1) / (↑n + 1)) (-Real.log (1 - -(a / q ^ 2)))
h2 :
  HasSum (fun i => -q ^ 3 * ((-(a / q ^ 2)) ^ (i + 1 + 1) / (↑(i + 1) + 1)))
    (-q ^ 3 * (-Real.log (1 - -(a / q ^ 2)) - ∑ i ∈ Finset.range 1, (-(a / q ^ 2)) ^ (i + 1) / (↑i + 1)))
⊢ ringSum a q = -q ^ 3 * (-Real.log (1 - -(a / q ^ 2)) - ∑ i ∈ Finset.range 1, (-(a / q ^ 2)) ^ (i + 1) / (↑i + 1))
```

Cause. All three errors come from the goals that `convert h2 using 1` leaves. The proof has two bullets, for the terms and for the sum, but `convert` leaves three goals. The first asks that two expressions for the additive structure on the reals be equal.

The first bullet therefore meets this instance goal, and `funext` fails because the goal is not an equality of functions of the form it needs. The second bullet meets the equality of terms, which contains no sum over `Finset.range 1` for `rw` to find. The equality of sums has no bullet left and is reported as unsolved.

The repair drops `convert` and states the two intended equalities explicitly, as `hf` for the terms and `hv` for the sum. Each keeps its old proof steps, which now meet the goal they were written for. `rw [hf, hv]` then puts the goal in the form of `h2`, and `exact h2` closes it. The instance equality no longer appears as a separate goal, since Lean accepts the two structures as equal by definition when it checks `exact h2`.

This version goes through:

```diff
@@ -28,6 +28,7 @@
   have h1 := Real.hasSum_pow_div_log_of_abs_lt_one hx
   have h2 := ((hasSum_nat_add_iff' 1).2 h1).mul_left (-(q ^ 3))
-  convert h2 using 1
-  · funext n
+  have hf : (fun n : ℕ => ringTerm a (n + 2) q) = fun i : ℕ =>
+      -q ^ 3 * ((-(a / q ^ 2)) ^ (i + 1 + 1) / (((i + 1 : ℕ) : ℝ) + 1)) := by
+    funext n
     simp only [ringTerm]
     generalize a / q ^ 2 = x
@@ -35,7 +36,11 @@
     push_cast
     ring
-  · rw [Finset.sum_range_one]
+  have hv : ringSum a q = -q ^ 3 * (-Real.log (1 - -(a / q ^ 2)) -
+      ∑ i ∈ Finset.range 1, (-(a / q ^ 2)) ^ (i + 1) / ((i : ℝ) + 1)) := by
+    rw [Finset.sum_range_one]
     simp only [ringSum, sub_neg_eq_add, Nat.cast_zero, zero_add, pow_one, div_one]
     ring
+  rw [hf, hv]
+  exact h2
 
 end
```
